# Directed canonical axes have no limit at structures whose rotational symmetries share no fixed direction

Put two identical atoms in a plane at $a$ and $-a$, with $a\neq0$, and shift both by a small $s\neq0$. Their positions sum to $2s$, so $s/|s|$ is a directed axis (a unit vector, not just a line) that turns with the structure under rotations about the origin and ignores labels. A half-turn about the origin followed by exchanging the labels changes the shift from $s$ to $-s$ and reverses the axis. Both shifted structures approach the same one as $s\to0$, so a limiting axis $v$ would satisfy $v=-v$ and $|v|=1$, which is impossible.

In Lean 4 with Mathlib:

```lean
import Mathlib

open Matrix Filter Topology

namespace CanonicalAxisJump

noncomputable section
```

## Configurations, symmetries and axes

A configuration $x$ lists $n$ positions $x_i\in\mathbb R^d$, measured from a fixed origin, and all rotations and rotational symmetries below are about that origin. All atoms are identical; there are no species and no periodic cell.

```lean
/-- A configuration of `n` labelled atoms in `d`-dimensional space. -/
abbrev Config (n d : ℕ) := Fin n → Fin d → ℝ
```

A rotation satisfies $R^TR=1$ and $\det R=1$, which excludes reflections.

```lean
/-- A proper rotation: an orthogonal matrix of determinant one. -/
def IsRotation {d : ℕ} (R : Matrix (Fin d) (Fin d) ℝ) : Prop :=
  Rᵀ * R = 1 ∧ R.det = 1
```

A rotation $R$ and a permutation $\sigma$ act together by $(Tx)_i=Rx_{\sigma(i)}$.

```lean
/-- Relabel the atoms by `σ` and rotate all positions by `R`. -/
def act {n d : ℕ} (R : Matrix (Fin d) (Fin d) ℝ) (σ : Equiv.Perm (Fin n))
    (x : Config n d) : Config n d := fun i => R *ᵥ x (σ i)
```

A symmetry of $x$ is a rotation that some relabelling undoes: $Tx=x$.

```lean
/-- `R` is a rotational symmetry of `x`: a rotation that only permutes the atoms. -/
def IsSymmetry {n d : ℕ} (x : Config n d) (R : Matrix (Fin d) (Fin d) ℝ) : Prop :=
  IsRotation R ∧ ∃ σ : Equiv.Perm (Fin n), act R σ x = x
```

A canonical axis on a set $S$ is a map $u$ with $u(x)\cdot u(x)=1$ and $u(Tx)=Ru(x)$ for $x\in S$, where $S$ is closed under every $T$. Taking $R=1$ gives permutation invariance. Values of `u` outside `S` are unrestricted, and continuity is not assumed.

```lean
/-- A canonical axis on `S`: a unit vector for each configuration in `S` that turns with the
configuration and ignores the labels, `S` being closed under rotations and relabellings. -/
structure IsCanonicalAxis {n d : ℕ} (S : Set (Config n d))
    (u : Config n d → Fin d → ℝ) : Prop where
  closed : ∀ R, IsRotation R → ∀ σ, ∀ x ∈ S, act R σ x ∈ S
  unit : ∀ x ∈ S, u x ⬝ᵥ u x = 1
  equivariant : ∀ R, IsRotation R → ∀ σ, ∀ x ∈ S, u (act R σ x) = R *ᵥ u x
```

## Symmetries fix every limit

Each component of $Tx$ is a finite linear combination of coordinates, so $T$ is continuous.

```lean
/-- Rotating and relabelling depends continuously on the atomic positions. -/
theorem continuous_act {n d : ℕ} (R : Matrix (Fin d) (Fin d) ℝ)
    (σ : Equiv.Perm (Fin n)) : Continuous (act R σ) := by
  refine continuous_pi fun i => continuous_pi fun j => ?_
  simp only [act, Matrix.mulVec, dotProduct]
  fun_prop
```

Let $x_0$ lie in the closure of $S$, let $R$ be a symmetry of $x_0$, and suppose $u(x)\to v$ as $x\to x_0$ within $S$, written `𝓝[S] x0`. Since $T$ preserves $S$ and fixes $x_0$, also $Tx\to x_0$ within $S$ (`hT`). Hence $u(Tx)\to v$ (`h1`), while $u(Tx)=Ru(x)\to Rv$ (`h3`). Limits are unique because $x_0$ is in the closure, so $Rv=v$.

```lean
/-- If a canonical axis has a limit at a point `x0` of the closure of `S`, every rotational
symmetry of `x0` leaves that limit fixed. -/
theorem limit_fixed {n d : ℕ} {S : Set (Config n d)} {u : Config n d → Fin d → ℝ}
    (hu : IsCanonicalAxis S u) {x0 : Config n d} (hx0 : x0 ∈ closure S)
    {v : Fin d → ℝ} (hv : Tendsto u (𝓝[S] x0) (𝓝 v))
    {R : Matrix (Fin d) (Fin d) ℝ} (hR : IsSymmetry x0 R) : R *ᵥ v = v := by
  have : (𝓝[S] x0).NeBot := mem_closure_iff_nhdsWithin_neBot.1 hx0
  obtain ⟨hrot, σ, hσ⟩ := hR
  -- the symmetry maps configurations near `x0` to configurations near `x0`
  have hT : Tendsto (act R σ) (𝓝[S] x0) (𝓝[S] x0) :=
    tendsto_nhdsWithin_iff.2
      ⟨((continuous_act R σ).tendsto' x0 x0 hσ).mono_left nhdsWithin_le_nhds,
        eventually_nhdsWithin_of_forall fun x hx => hu.closed R hrot σ x hx⟩
  have h1 : Tendsto (fun x => u (act R σ x)) (𝓝[S] x0) (𝓝 v) := hv.comp hT
  have hc : Continuous fun w : Fin d → ℝ => R *ᵥ w := by
    refine continuous_pi fun j => ?_
    simp only [Matrix.mulVec, dotProduct]
    fun_prop
  have h2 : Tendsto (fun x => R *ᵥ u x) (𝓝[S] x0) (𝓝 (R *ᵥ v)) :=
    (hc.tendsto v).comp hv
  have h3 : Tendsto (fun x => u (act R σ x)) (𝓝[S] x0) (𝓝 (R *ᵥ v)) :=
    h2.congr' (eventually_nhdsWithin_of_forall fun x hx =>
      (hu.equivariant R hrot σ x hx).symm)
  exact tendsto_nhds_unique h3 h1
```

If the symmetries of $x_0$ have no common nonzero fixed vector, which is the hypothesis `hfix`, then $v=0$. But $u\cdot u=1$ throughout $S$ gives $v\cdot v=1$, a contradiction.

```lean
/-- A canonical axis on `S` has no limit at a configuration `x0` in the closure of `S` whose
rotational symmetries have no common nonzero fixed vector. -/
theorem no_limit {n d : ℕ} {S : Set (Config n d)} {u : Config n d → Fin d → ℝ}
    (hu : IsCanonicalAxis S u) {x0 : Config n d} (hx0 : x0 ∈ closure S)
    (hfix : ∀ v : Fin d → ℝ, (∀ R, IsSymmetry x0 R → R *ᵥ v = v) → v = 0) :
    ¬ ∃ v, Tendsto u (𝓝[S] x0) (𝓝 v) := by
  rintro ⟨v, hv⟩
  have : (𝓝[S] x0).NeBot := mem_closure_iff_nhdsWithin_neBot.1 hx0
  have hv0 : v = 0 := hfix v fun R hR => limit_fixed hu hx0 hv hR
  -- a limit of unit vectors is a unit vector
  have hc : Continuous fun w : Fin d → ℝ => w ⬝ᵥ w := by
    simp only [dotProduct]
    fun_prop
  have h1 : Tendsto (fun x => u x ⬝ᵥ u x) (𝓝[S] x0) (𝓝 (v ⬝ᵥ v)) :=
    (hc.tendsto v).comp hv
  have h2 : Tendsto (fun _ : Config n d => (1 : ℝ)) (𝓝[S] x0) (𝓝 (v ⬝ᵥ v)) :=
    h1.congr' (eventually_nhdsWithin_of_forall fun x hx => hu.unit x hx)
  have h3 : v ⬝ᵥ v = 1 := tendsto_nhds_unique h2 tendsto_const_nhds
  rw [hv0, zero_dotProduct] at h3
  exact zero_ne_one h3
```

Permutation invariance matters here. For the two atoms in the plane, $u(x)=(x_0-x_1)/|x_0-x_1|$, with subscripts now labelling atoms, is rotation-equivariant wherever the atoms are distinct, and it is continuous at the symmetric pair. Exchanging labels reverses it, so invariance up to sign is not enough. The undirected line through the two atoms does ignore labels and is continuous there, so the theorem does not extend to axes defined only up to sign.

Some machine-learned potentials rotate a structure into a frame computed from its atoms. For finite clusters of identical atoms, the theorem applies to any single frame axis that meets the definition above.

## Three dimensions need more than one rotation

In the plane one half-turn sufficed. In space, $R^T(R-1)=-(R-1)^T$; taking determinants gives $\det(R-1)=-\det(R-1)=0$, so every rotation fixes some nonzero vector. The obstruction must therefore come from several symmetries together.

```lean
/-- Euler's rotation theorem: every proper rotation of three-dimensional space fixes some
nonzero vector. -/
theorem rotation_has_axis {R : Matrix (Fin 3) (Fin 3) ℝ} (hR : IsRotation R) :
    ∃ v : Fin 3 → ℝ, v ≠ 0 ∧ R *ᵥ v = v := by
  have e : Rᵀ * (R - 1) = -(R - 1)ᵀ := by
    rw [mul_sub, hR.1, mul_one, transpose_sub, transpose_one]
    abel
  -- in odd dimension the determinant of `R - 1` equals its own negative
  have h := congrArg Matrix.det e
  rw [det_mul, det_transpose, hR.2, one_mul, det_neg, det_transpose,
    Fintype.card_fin] at h
  have h0 : (R - 1).det = 0 := by linarith
  obtain ⟨v, hv, hz⟩ := Matrix.exists_mulVec_eq_zero_iff.2 h0
  rw [sub_mulVec, one_mulVec] at hz
  exact ⟨v, hv, sub_eq_zero.1 hz⟩
```

Three perpendicular half-turns are enough. Let $H_a$ keep component $a$ and reverse the other two, for $a=0,1,2$.

```lean
/-- The half-turn about the Cartesian axis `a`. -/
def halfTurn (a : Fin 3) : Matrix (Fin 3) (Fin 3) ℝ :=
  Matrix.diagonal fun i => if i = a then 1 else -1
```

Then $v\cdot H_av=2v_a^2-v\cdot v$, and summing over $a$ gives $2\,v\cdot v-3\,v\cdot v=-v\cdot v$.

```lean
/-- The scalar products of a vector with its images under the three Cartesian half-turns
add up to minus its squared length. -/
theorem halfTurn_sum (v : Fin 3 → ℝ) :
    v ⬝ᵥ (halfTurn 0 *ᵥ v) + v ⬝ᵥ (halfTurn 1 *ᵥ v) + v ⬝ᵥ (halfTurn 2 *ᵥ v)
      = -(v ⬝ᵥ v) := by
  simp [dotProduct, Fin.sum_univ_three, halfTurn, Matrix.mulVec_diagonal]
  ring
```

This also bounds the jump from below. Suppose $x_0$ lies in the closure of $S$ and has all $H_a$ as symmetries, and let $U$ be a neighbourhood of $x_0$. By continuity, some $x\in S\cap U$ has its three images $T_ax$ in $U$ too. The numbers $u(x)\cdot u(T_ax)=u(x)\cdot H_au(x)$ sum to $-1$, so they cannot all exceed $-1/3$, and `linarith` closes this contradiction. Arbitrarily close to $x_0$ there are thus two axes at least $\arccos(-1/3)\approx109.5^\circ$ apart.

```lean
/-- If the three Cartesian half-turns are symmetries of `x0` in the closure of `S`, every
neighbourhood of `x0` contains two configurations of `S` whose canonical axes have scalar
product at most `-1/3`. -/
theorem axis_jump {n : ℕ} {S : Set (Config n 3)} {u : Config n 3 → Fin 3 → ℝ}
    (hu : IsCanonicalAxis S u) {x0 : Config n 3} (hx0 : x0 ∈ closure S)
    (hsym : ∀ a, IsSymmetry x0 (halfTurn a)) {U : Set (Config n 3)} (hU : U ∈ 𝓝 x0) :
    ∃ x ∈ S ∩ U, ∃ y ∈ S ∩ U, u x ⬝ᵥ u y ≤ -1 / 3 := by
  choose σ hσ using fun a => (hsym a).2
  have hV : ∀ a, act (halfTurn a) (σ a) ⁻¹' U ∈ 𝓝 x0 := fun a =>
    ((continuous_act (halfTurn a) (σ a)).tendsto' x0 x0 (hσ a)) hU
  -- choose `x` so close to `x0` that its three rotated copies also lie in `U`
  obtain ⟨x, ⟨hxU, h0, h1, h2⟩, hxS⟩ := mem_closure_iff_nhds.1 hx0 _
    (inter_mem hU (inter_mem (hV 0) (inter_mem (hV 1) (hV 2))))
  by_contra h
  have key : ∀ a, act (halfTurn a) (σ a) x ∈ U →
      -1 / 3 < u x ⬝ᵥ (halfTurn a *ᵥ u x) := by
    intro a ha
    by_contra hk
    refine h ⟨x, ⟨hxS, hxU⟩, act (halfTurn a) (σ a) x,
      ⟨hu.closed _ (hsym a).1 _ x hxS, ha⟩, ?_⟩
    rw [hu.equivariant _ (hsym a).1 _ x hxS]
    exact not_lt.1 hk
  linarith [key 0 h0, key 1 h1, key 2 h2, halfTurn_sum (u x), hu.unit x hxS]
```

## The regular tetrahedron

Take alternate corners of a cube as the four atoms, numbered from 0.

```lean
/-- Four atoms at the corners of a regular tetrahedron centred at the origin. -/
def tetra : Config 4 3 := ![![1, 1, 1], ![1, -1, -1], ![-1, 1, -1], ![-1, -1, 1]]
```

$H_0$ exchanges atoms $0\leftrightarrow1$ and $2\leftrightarrow3$; $H_1$ exchanges $0\leftrightarrow2$ and $1\leftrightarrow3$; $H_2$ exchanges $0\leftrightarrow3$ and $1\leftrightarrow2$. The proof supplies these permutations and compares coordinates.

```lean
/-- The three Cartesian half-turns are rotational symmetries of the tetrahedron. -/
theorem tetra_symmetry (a : Fin 3) : IsSymmetry tetra (halfTurn a) := by
  refine ⟨⟨?_, ?_⟩, ?_⟩
  · rw [halfTurn, diagonal_transpose, diagonal_mul_diagonal, ← diagonal_one]
    congr 1
    funext i
    by_cases h : i = a <;> simp [h]
  · fin_cases a <;> simp [halfTurn, det_diagonal, Fin.prod_univ_three]
  · -- each half-turn exchanges the corners in two pairs
    have mk : ∀ f : Fin 4 → Fin 4, (∀ i, f (f i) = i) →
        (∀ i j, (halfTurn a *ᵥ tetra (f i)) j = tetra i j) →
        ∃ σ : Equiv.Perm (Fin 4), act (halfTurn a) σ tetra = tetra :=
      fun f hf h => ⟨⟨f, f, hf, hf⟩, funext fun i => funext fun j => h i j⟩
    fin_cases a
    · refine mk ![1, 0, 3, 2] (by decide) fun i j => ?_
      fin_cases i <;> fin_cases j <;> simp [halfTurn, tetra, Matrix.mulVec_diagonal]
    · refine mk ![2, 3, 0, 1] (by decide) fun i j => ?_
      fin_cases i <;> fin_cases j <;> simp [halfTurn, tetra, Matrix.mulVec_diagonal]
    · refine mk ![3, 2, 1, 0] (by decide) fun i j => ?_
      fin_cases i <;> fin_cases j <;> simp [halfTurn, tetra, Matrix.mulVec_diagonal]
```

For an explicit axis, take the sum of the positions, $p(x)=\sum_i x_i$ (called `dipole` in the code, though it is not the electric dipole moment of a neutral cluster, which a rigid shift would leave unchanged),

```lean
/-- The sum of the atomic position vectors. -/
def dipole {n d : ℕ} (x : Config n d) : Fin d → ℝ := ∑ i, x i
```

and normalise, $u(x)=p(x)/\sqrt{p(x)\cdot p(x)}$.

```lean
/-- The direction of the summed position vector, for configurations where that sum is nonzero. -/
def dipoleAxis {n d : ℕ} (x : Config n d) : Fin d → ℝ :=
  (Real.sqrt (dipole x ⬝ᵥ dipole x))⁻¹ • dipole x
```

Relabelling only reorders the sum, so $p(Tx)=Rp(x)$ (`hact`). Rotations preserve length (`hdot`), so the set where $p\neq0$ is closed under every $T$, and $u$ is a canonical axis there.

```lean
/-- The direction of the summed position vector is a canonical axis on the configurations
where that sum is nonzero. -/
theorem dipoleAxis_isCanonicalAxis (n d : ℕ) :
    IsCanonicalAxis {x : Config n d | dipole x ≠ 0} dipoleAxis := by
  have hact : ∀ (R : Matrix (Fin d) (Fin d) ℝ) (σ : Equiv.Perm (Fin n)) (x : Config n d),
      dipole (act R σ x) = R *ᵥ dipole x := by
    intro R σ x
    simp only [dipole, act]
    rw [Equiv.sum_comp σ (fun i => R *ᵥ x i)]
    exact (map_sum R.mulVecLin x Finset.univ).symm
  -- rotations preserve lengths
  have hdot : ∀ R : Matrix (Fin d) (Fin d) ℝ, IsRotation R → ∀ v : Fin d → ℝ,
      (R *ᵥ v) ⬝ᵥ (R *ᵥ v) = v ⬝ᵥ v := by
    intro R hR v
    rw [Matrix.dotProduct_mulVec, ← Matrix.mulVec_transpose, Matrix.mulVec_mulVec, hR.1,
      Matrix.one_mulVec]
  refine ⟨fun R hR σ x hx h => hx ?_, fun x hx => ?_, fun R hR σ x _ => ?_⟩
  · have h' := hdot R hR (dipole x)
    rw [← hact R σ x, h, zero_dotProduct] at h'
    exact dotProduct_self_eq_zero.1 h'.symm
  · have hnn : 0 ≤ dipole x ⬝ᵥ dipole x :=
      Finset.sum_nonneg fun i _ => mul_self_nonneg _
    have hpos : 0 < dipole x ⬝ᵥ dipole x :=
      lt_of_le_of_ne hnn fun h => hx (dotProduct_self_eq_zero.1 h.symm)
    have aux : ∀ s q : ℝ, s ≠ 0 → s * s = q → s⁻¹ * (s⁻¹ * q) = 1 := by
      rintro s _ hs rfl
      field_simp
    simp only [dipoleAxis, smul_dotProduct, dotProduct_smul, smul_eq_mul]
    exact aux _ _ (Real.sqrt_pos.2 hpos).ne' (Real.mul_self_sqrt hnn)
  · simp only [dipoleAxis, hact, hdot R hR, Matrix.mulVec_smul]
```

The tetrahedron has $p=0$, but adding $t$ to every coordinate gives $p=4t(1,1,1)$, which is nonzero for $t\neq0$. Letting $t\to0$ puts the tetrahedron in the closure. A vector $v$ fixed by all three half-turns satisfies $3\,v\cdot v=-v\cdot v$, so $v=0$. Both `no_limit` and `axis_jump` therefore apply to this axis at the tetrahedron. Here the jump is the full $180^\circ$, since $t$ and $-t$ give opposite unit vectors. The example uses a rigid shift, which a translation-invariant descriptor would not see; the general theorems neither require nor exclude translation invariance.

```lean
/-- The tetrahedron is a limit of configurations with nonzero summed position vector, and its
rotational symmetries have no common nonzero fixed vector. -/
theorem tetra_witness :
    tetra ∈ closure {x : Config 4 3 | dipole x ≠ 0} ∧
      ∀ v : Fin 3 → ℝ, (∀ R, IsSymmetry tetra R → R *ᵥ v = v) → v = 0 := by
  constructor
  · -- shift the whole tetrahedron slightly off the origin
    have hc : Continuous fun t : ℝ => (fun i j => tetra i j + t : Config 4 3) := by
      fun_prop
    have ht : Tendsto (fun t : ℝ => (fun i j => tetra i j + t : Config 4 3))
        (𝓝[≠] 0) (𝓝 tetra) :=
      (hc.tendsto' 0 tetra (by funext i j; simp)).mono_left nhdsWithin_le_nhds
    refine mem_closure_of_tendsto ht (eventually_nhdsWithin_of_forall fun t h0 h => ?_)
    have e : dipole (fun i j => tetra i j + t : Config 4 3) 0 = 4 * t := by
      simp [dipole, Fin.sum_univ_four, tetra]
      ring
    rw [h, Pi.zero_apply] at e
    have h0' : t ≠ 0 := h0
    exact h0' (by linarith)
  · intro v hv
    have h := halfTurn_sum v
    rw [hv _ (tetra_symmetry 0), hv _ (tetra_symmetry 1), hv _ (tetra_symmetry 2)] at h
    exact dotProduct_self_eq_zero.1 (by linarith)

end

end CanonicalAxisJump
```

```lean
#print axioms CanonicalAxisJump.no_limit
-- 'CanonicalAxisJump.no_limit' depends on axioms: [propext, Classical.choice, Quot.sound]
#print axioms CanonicalAxisJump.rotation_has_axis
-- 'CanonicalAxisJump.rotation_has_axis' depends on axioms: [propext, Classical.choice, Quot.sound]
#print axioms CanonicalAxisJump.axis_jump
-- 'CanonicalAxisJump.axis_jump' depends on axioms: [propext, Classical.choice, Quot.sound]
#print axioms CanonicalAxisJump.dipoleAxis_isCanonicalAxis
-- 'CanonicalAxisJump.dipoleAxis_isCanonicalAxis' depends on axioms: [propext, Classical.choice, Quot.sound]
```
